# A static kernel preserves the $z^{-2}$ tail of a finite response matrix

Take a Kohn-Sham response with one excitation at frequency 1, $X(z)=2/(z^2-1)$, and a constant kernel $F=3/2$. The interacting response is

$$Y(z)=\frac{X}{1-XF}=\frac{2}{(z^2-1)-3}=\frac{2}{z^2-4}.$$

The excitation has moved to frequency 2, yet $z^2X$ and $z^2Y$ both tend to 2. The kernel enters $Y$ multiplied by $X$, which itself decays, so it cannot affect the leading term.

For matrices, let `n` be a finite index set labelling basis functions or observables, and let $z$ be a real frequency.

```lean
import Mathlib

open Filter Topology

namespace LinearResponseSumRule

noncomputable section

variable {n : Type*} [Fintype n] [DecidableEq n]
```

The Kohn-Sham response $X$ and the Hartree-exchange-correlation kernel $F$ are complex matrices, and the interacting response is $Y=(1-XF)^{-1}X$.

```lean
/-- The interacting response `(1 - X F)⁻¹ X` built from the Kohn-Sham response `X`
and the Hartree-exchange-correlation kernel `F`. -/
def dysonResponse (X F : Matrix n n ℂ) : Matrix n n ℂ := (1 - X * F)⁻¹ * X
```

As a model with finitely many excitation energies $\omega_k$ and residue matrices $R_k$, take

$$X(z)=\sum_k\left(\frac{1}{z-\omega_k}-\frac{1}{z+\omega_k}\right)R_k=\sum_k\frac{2\omega_k}{z^2-\omega_k^2}R_k.$$

Opposite residues at $\pm\omega_k$ are appropriate for real orbitals and real observables. The definition has no broadening and no continuum, and it requires neither positive $\omega_k$ nor Hermitian $R_k$.

```lean
/-- A response function with finitely many poles at `± ω k` and residue matrices `± R k`,
at real frequency `z`. -/
def poleResponse {ι : Type*} [Fintype ι] (ω : ι → ℝ) (R : ι → Matrix n n ℂ) (z : ℝ) :
    Matrix n n ℂ := ∑ k, (2 * ω k / (z ^ 2 - ω k ^ 2)) • R k
```

## From the Dyson equation to the tail

The equation $Y=X+XFY$ rearranges to $(1-XF)Y=X$. If $1-XF$ is invertible, multiplying by its inverse from the left gives the closed form, and the steps can be reversed. The proof does this in both directions.

```lean
/-- When `1 - X F` is invertible, the interacting response is the unique solution of the
Dyson equation `Y = X + X F Y`. -/
theorem eq_dysonResponse_iff {X F : Matrix n n ℂ} (h : IsUnit (1 - X * F))
    (Y : Matrix n n ℂ) : Y = dysonResponse X F ↔ Y = X + X * F * Y := by
  have hd := (Matrix.isUnit_iff_isUnit_det _).1 h
  constructor
  · intro hY
    have h1 : (1 - X * F) * Y = X := by
      rw [hY, dysonResponse, ← mul_assoc, Matrix.mul_nonsing_inv _ hd, one_mul]
    rw [sub_mul, one_mul] at h1
    exact sub_eq_iff_eq_add.1 h1
  · intro hY
    have h1 : (1 - X * F) * Y = X := by
      rw [sub_mul, one_mul]
      exact sub_eq_iff_eq_add.2 hY
    calc Y = (1 - X * F)⁻¹ * ((1 - X * F) * Y) := by
          rw [← mul_assoc, Matrix.nonsing_inv_mul _ hd, one_mul]
      _ = dysonResponse X F := by rw [h1, dysonResponse]
```

Next, suppose $A(z)\to1$. The determinant and the adjugate are polynomials in the entries, so $\det A\to1$ and $\operatorname{adj}A\to1$. Hence $\det A\neq0$ at large $z$, and $A^{-1}=\operatorname{adj}A/\det A\to1$. In Lean, `∀ᶠ z in atTop` means "for all sufficiently large $z$", and `Tendsto … (𝓝 1)` is convergence to the identity matrix.

```lean
/-- A matrix function of frequency that tends to the identity is invertible at all large
frequencies, and its inverse tends to the identity. -/
theorem inverse_tendsto_one {A : ℝ → Matrix n n ℂ} (hA : Tendsto A atTop (𝓝 1)) :
    (∀ᶠ z in atTop, IsUnit (A z)) ∧ Tendsto (fun z => (A z)⁻¹) atTop (𝓝 1) := by
  have cdet : Continuous (fun M : Matrix n n ℂ => M.det) := Continuous.matrix_det continuous_id
  have cadj : Continuous (fun M : Matrix n n ℂ => M.adjugate) :=
    Continuous.matrix_adjugate continuous_id
  have hdet : Tendsto (fun z => (A z).det) atTop (𝓝 1) := by
    simpa [Function.comp_def] using (cdet.tendsto 1).comp hA
  have hadj : Tendsto (fun z => (A z).adjugate) atTop (𝓝 1) := by
    simpa [Function.comp_def] using (cadj.tendsto 1).comp hA
  constructor
  · filter_upwards [hdet.eventually_ne one_ne_zero] with z hz
    exact (Matrix.isUnit_iff_isUnit_det _).2 (isUnit_iff_ne_zero.2 hz)
  · -- the inverse is the adjugate divided by the determinant
    have h := (hdet.inv₀ one_ne_zero).smul hadj
    simpa [Matrix.inv_def, Ring.inverse_eq_inv'] using h
```

Now assume $z^2X(z)\to S$. Physically, this requires that the response has no $1/z$ term, whose coefficient would be the expectation value of a commutator of the observables. Assume also that $F(z)/z^2\to0$, so the kernel may depend on frequency but must grow more slowly than $z^2$. Then

$$XF=(z^2X)(z^{-2}F)\to S\cdot0=0,$$

$$z^2Y=(1-XF)^{-1}(z^2X)\to S.$$

The code proves the first limit as `hXF`, applies the previous lemma to $1-XF$, and multiplies the limits.

```lean
/-- If the kernel grows more slowly than `z²`, then `1 - X F` is invertible at all large
frequencies and the interacting response has the same `z⁻²` tail `S` as the Kohn-Sham one. -/
theorem tail_preserved_of_subquadratic {X F : ℝ → Matrix n n ℂ} {S : Matrix n n ℂ}
    (hX : Tendsto (fun z => z ^ 2 • X z) atTop (𝓝 S))
    (hF : Tendsto (fun z => (z ^ 2)⁻¹ • F z) atTop (𝓝 0)) :
    (∀ᶠ z in atTop, IsUnit (1 - X z * F z)) ∧
      Tendsto (fun z => z ^ 2 • dysonResponse (X z) (F z)) atTop (𝓝 S) := by
  -- the product of response and kernel dies out
  have hXF : Tendsto (fun z => X z * F z) atTop (𝓝 0) := by
    have h := hX.mul hF
    rw [mul_zero] at h
    refine h.congr' ?_
    filter_upwards [eventually_ne_atTop (0 : ℝ)] with z hz
    rw [Matrix.smul_mul, Matrix.mul_smul, smul_smul,
      mul_inv_cancel₀ (pow_ne_zero 2 hz), one_smul]
  have h1 := (tendsto_const_nhds (x := (1 : Matrix n n ℂ))).sub hXF
  rw [sub_zero] at h1
  obtain ⟨hu, hinv⟩ := inverse_tendsto_one h1
  refine ⟨hu, ?_⟩
  have h := hinv.mul hX
  rw [one_mul] at h
  refine h.congr (fun z => ?_)
  simp only [dysonResponse, Matrix.mul_smul]
```

The growth condition matters already for $1\times1$ matrices. With $X=1/z^2$ and $F=z^2/2$, one has $XF=1/2$ and $Y=2/z^2$, so the tail doubles.

A constant kernel satisfies the condition because $z^{-2}\to0$.

```lean
/-- The inverse square of the frequency tends to zero at high frequency. -/
theorem inv_sq_tendsto_zero : Tendsto (fun z : ℝ => (z ^ 2)⁻¹) atTop (𝓝 0) :=
  tendsto_inv_atTop_zero.comp (tendsto_pow_atTop two_ne_zero)
```

This gives the static case, which includes adiabatic kernels acting on the density, such as the adiabatic local-density kernel, in a finite basis.

```lean
/-- For a frequency-independent kernel, `1 - X F` is invertible at all large frequencies and
the interacting response has the same `z⁻²` tail `S` as the Kohn-Sham response. -/
theorem static_kernel_preserves_tail {X : ℝ → Matrix n n ℂ} {S : Matrix n n ℂ}
    (F : Matrix n n ℂ) (hX : Tendsto (fun z => z ^ 2 • X z) atTop (𝓝 S)) :
    (∀ᶠ z in atTop, IsUnit (1 - X z * F)) ∧
      Tendsto (fun z => z ^ 2 • dysonResponse (X z) F) atTop (𝓝 S) := by
  have hF := inv_sq_tendsto_zero.smul_const F
  rw [zero_smul] at hF
  exact tail_preserved_of_subquadratic (F := fun _ => F) hX hF
```

The Dyson equation also shows where a static kernel first can enter:

$$z^4(Y-X)=(z^2X)\,F\,(z^2Y)\to SFS.$$

In the opening example the limit is $2\cdot\tfrac32\cdot2=6$.

```lean
/-- If `z² X` tends to `S` at high frequency and the kernel `F` is static, then the interacting
response minus the Kohn-Sham response `X`, multiplied by `z⁴`, tends to `S F S`. -/
theorem static_kernel_correction {X : ℝ → Matrix n n ℂ} {S : Matrix n n ℂ}
    (F : Matrix n n ℂ) (hX : Tendsto (fun z => z ^ 2 • X z) atTop (𝓝 S)) :
    Tendsto (fun z => z ^ 4 • (dysonResponse (X z) F - X z)) atTop (𝓝 (S * F * S)) := by
  obtain ⟨hu, hD⟩ := static_kernel_preserves_tail F hX
  refine ((hX.mul_const F).mul hD).congr' ?_
  filter_upwards [hu] with z hz
  -- the Dyson equation isolates the correction
  have h2 : dysonResponse (X z) F - X z = X z * F * dysonResponse (X z) F :=
    sub_eq_iff_eq_add'.2 ((eq_dysonResponse_iff hz _).1 rfl)
  rw [h2, show z ^ 4 = z ^ 2 * z ^ 2 by ring]
  simp only [Matrix.smul_mul, Matrix.mul_smul, smul_smul]
```

## Excitation energies and residues

For each pole, at large $z$,

$$z^2\,\frac{2\omega_k}{z^2-\omega_k^2}=\frac{2\omega_k}{1-\omega_k^2/z^2}\to2\omega_k,$$

and summing over the finite set of poles gives $S=\sum_k2\omega_kR_k$.

```lean
omit [Fintype n] [DecidableEq n] in
/-- The `z⁻²` tail of a finite sum over poles is the sum of the residue matrices weighted by
twice the excitation energies. -/
theorem poleResponse_tail {ι : Type*} [Fintype ι] (ω : ι → ℝ) (R : ι → Matrix n n ℂ) :
    Tendsto (fun z => z ^ 2 • poleResponse ω R z) atTop (𝓝 (∑ k, (2 * ω k) • R k)) := by
  have hk : ∀ w : ℝ, Tendsto (fun z : ℝ => z ^ 2 * (2 * w / (z ^ 2 - w ^ 2)))
      atTop (𝓝 (2 * w)) := by
    intro w
    have hden : Tendsto (fun z : ℝ => 1 - w ^ 2 * (z ^ 2)⁻¹) atTop (𝓝 1) := by
      simpa using (tendsto_const_nhds (x := (1 : ℝ))).sub
        (inv_sq_tendsto_zero.const_mul (w ^ 2))
    have h := (tendsto_const_nhds (x := 2 * w)).div hden one_ne_zero
    rw [div_one] at h
    refine h.congr' ?_
    filter_upwards [eventually_ne_atTop (0 : ℝ)] with z hz
    have e : 1 - w ^ 2 * (z ^ 2)⁻¹ = (z ^ 2 - w ^ 2) / z ^ 2 := by field_simp
    simp only [Pi.div_apply, e, div_div_eq_mul_div]
    ring
  simp only [poleResponse, Finset.smul_sum, smul_smul]
  exact tendsto_finsetSum _ (fun k _ => (hk (ω k)).smul_const (R k))
```

Suppose the interacting response is also a finite pole sum, with energies $\Omega_k$ and residues $Q_k$. Its tail can then be computed in two ways, and uniqueness of limits gives

$$\sum_k2\Omega_kQ_k=\sum_k2\omega_kR_k.$$

The pole form of the interacting response is the hypothesis `h`; it is not derived from the Dyson equation. The theorem, called `f_sum_rule` in the code, equates the two totals and does not evaluate them, whereas the f-sum rule for the dipole response also ties the total to the number of electrons. For a finite-matrix calculation that solves this Dyson equation with a static kernel and a Kohn-Sham response of the pole form above, the equality offers a consistency check on computed excitation energies and residues, provided all poles are included in both sums. The Tamm-Dancoff approximation and calculations with nonlocal exact exchange are not of this form, and the equality does not hold for them in general.

It would be a mistake to compare the residues without their energy weights: in the opening example they are 1 and $1/2$, while the weighted values are $2\cdot1\cdot1=2\cdot2\cdot\tfrac12=2$.

```lean
/-- If a static kernel turns one finite pole sum into another at all large frequencies, the residue
matrices weighted by twice the excitation energies have the same total in both. -/
theorem f_sum_rule {ι κ : Type*} [Fintype ι] [Fintype κ] (ω : ι → ℝ) (Ω : κ → ℝ)
    (R : ι → Matrix n n ℂ) (Q : κ → Matrix n n ℂ) (F : Matrix n n ℂ)
    (h : ∀ᶠ z in atTop, dysonResponse (poleResponse ω R z) F = poleResponse Ω Q z) :
    ∑ k, (2 * Ω k) • Q k = ∑ k, (2 * ω k) • R k := by
  refine tendsto_nhds_unique (poleResponse_tail Ω Q) ?_
  refine (static_kernel_preserves_tail F (poleResponse_tail ω R)).2.congr' ?_
  filter_upwards [h] with z hz
  rw [hz]
```

## The one-pole example for matrices

If $X=a\,1$ and $F=b\,1$ with real $a,b$ and $ab\neq1$, then $1-XF=(1-ab)\,1$, and the interacting response is $\frac{a}{1-ab}\,1$.

```lean
/-- If the Kohn-Sham response and the kernel are real multiples `a` and `b` of the identity, with `1
- a b ≠ 0`, then the interacting response is `a / (1 - a b)` times the identity. -/
theorem dysonResponse_scalar (a b : ℝ) (h : 1 - a * b ≠ 0) :
    dysonResponse (a • (1 : Matrix n n ℂ)) (b • 1) = (a / (1 - a * b)) • 1 := by
  have e : 1 - (a • (1 : Matrix n n ℂ)) * (b • 1) = (1 - a * b) • 1 := by
    rw [Matrix.smul_mul, one_mul, smul_smul, sub_smul, one_smul]
  have hi : ((1 - a * b) • (1 : Matrix n n ℂ))⁻¹ = (1 - a * b)⁻¹ • 1 := by
    apply Matrix.inv_eq_right_inv
    rw [Matrix.smul_mul, one_mul, smul_smul, mul_inv_cancel₀ h, one_smul]
  rw [dysonResponse, e, hi, Matrix.smul_mul, one_mul, smul_smul, div_eq_inv_mul]
```

Setting $a=2/(z^2-1)$ and $b=3/2$ gives

$$1-ab=\frac{z^2-4}{z^2-1},\qquad \frac{a}{1-ab}=\frac{2}{z^2-4}.$$

For $z>2$ both denominators are positive, so the divisions are legitimate. The opening example, multiplied by an identity matrix of any finite size, therefore satisfies the hypothesis of `f_sum_rule`.

```lean
/-- At all large frequencies, the static kernel `3/2` turns the pole sum with energy `1` and residue
`1` into the pole sum with energy `2` and residue `1/2` (the kernel and the residues being these
multiples of the identity matrix). -/
theorem f_sum_rule_witness :
    ∀ᶠ z in atTop, dysonResponse
      (poleResponse (fun _ : Unit => 1) (fun _ => (1 : Matrix n n ℂ)) z) ((3 / 2 : ℝ) • 1) =
      poleResponse (fun _ : Unit => 2) (fun _ => (1 / 2 : ℝ) • (1 : Matrix n n ℂ)) z := by
  filter_upwards [eventually_gt_atTop (2 : ℝ)] with z hz
  have h4 : 0 < z ^ 2 - 4 := by nlinarith
  have h1 : 0 < z ^ 2 - 1 := by linarith
  have h4' := h4.ne'
  have h1' := h1.ne'
  have hL : poleResponse (fun _ : Unit => 1) (fun _ => (1 : Matrix n n ℂ)) z =
      (2 / (z ^ 2 - 1)) • 1 := by
    simp [poleResponse]
  have hR : poleResponse (fun _ : Unit => 2) (fun _ => (1 / 2 : ℝ) • (1 : Matrix n n ℂ)) z =
      (2 / (z ^ 2 - 4)) • 1 := by
    simp only [poleResponse, Finset.univ_unique, Finset.sum_singleton, smul_smul]
    congr 1
    ring
  have e : 1 - 2 / (z ^ 2 - 1) * (3 / 2) = (z ^ 2 - 4) / (z ^ 2 - 1) := by
    rw [eq_div_iff h1', sub_mul, mul_right_comm, div_mul_cancel₀ _ h1']
    ring
  have hne : 1 - 2 / (z ^ 2 - 1) * (3 / 2) ≠ 0 := by
    rw [e]
    exact (div_pos h4 h1).ne'
  rw [hL, hR, dysonResponse_scalar _ _ hne, e, div_div_div_cancel_right₀ h1']

end

end LinearResponseSumRule
```

```lean
#print axioms LinearResponseSumRule.static_kernel_preserves_tail
#print axioms LinearResponseSumRule.static_kernel_correction
#print axioms LinearResponseSumRule.f_sum_rule
```

```
'LinearResponseSumRule.static_kernel_preserves_tail' depends on axioms: [propext, Classical.choice, Quot.sound]
'LinearResponseSumRule.static_kernel_correction' depends on axioms: [propext, Classical.choice, Quot.sound]
'LinearResponseSumRule.f_sum_rule' depends on axioms: [propext, Classical.choice, Quot.sound]
```
